# For λ ≠ 0, the solutions of (T − λ)^m f = 0 on the integer chain are λ^x times polynomials of degree below m

**Q:** Let me fix the terms first. An electron lives on an infinite chain with sites $x \in \mathbb{Z}$ and has amplitude $f(x) \in \mathbb{C}$ on site $x$. Translation by one site is $(Tf)(x) = f(x+1)$. A Bloch function satisfies $Tf = \lambda f$, with $\lambda = e^{ik}$ for crystal momentum $k$ and lattice constant 1. What is a generalised Bloch function?

**A:** A function that some power of $T-\lambda$ annihilates. For $\lambda \neq 0$ and every natural number $m$, the claim is

$$(T-\lambda)^m f = 0 \iff f(x) = \lambda^x p(x) \text{ with } \deg p < m,$$

where $p$ is a complex polynomial. The zero polynomial has degree $-\infty$, so it is always allowed. If your $T$ shifts the other way, replace $\lambda$ by $\lambda^{-1}$. In Lean, $\lambda$ is `lam` and $T$ is `shift`, a linear map from the space `ℤ → ℂ` to itself.

```lean
import Mathlib

open Polynomial

namespace GeneralisedBloch

noncomputable section

/-- Translation by one site on complex functions on the integers: `(T f)(x) = f(x + 1)`. -/
def shift : Module.End ℂ (ℤ → ℂ) where
  toFun f := fun x => f (x + 1)
  map_add' _ _ := rfl
  map_smul' _ _ := rfl
```

**Q:** Where does such an equation arise in physics?

**A:** At a band edge. In a non-interacting chain with one orbital per site, orthonormal orbitals, on-site energy 0 and nearest-neighbour Hamiltonian matrix element $+1$, the eigenvalue equation is $f(x+1)+f(x-1)=Ef(x)$. At $E=2$ it reads $T^{-1}(T-1)^2f=0$, with solutions $f(x)=a+bx$: the second solution is not a Bloch function in the usual sense. No Hamiltonian occurs in the theorems, so passing from an eigenvalue equation to factors $(T-\lambda)^m$ remains a separate step.

In the next definition `1` is the identity operator. Powers of `shiftSub lam` mean repeated application.

```lean
/-- The operator `T - lam`, with `T` the translation by one site. -/
def shiftSub (lam : ℂ) : Module.End ℂ (ℤ → ℂ) := shift - lam • 1
```

**Q:** You allow any nonzero $\lambda$, and your solutions can grow. Are these physical states?

**A:** Not normalisable ones. The space contains all complex functions on the integers, with no inner product and no boundary condition. For $m=1$, taking $|\lambda|\neq1$ gives the evanescent waves used in matching at surfaces and interfaces. The name `bloch` below is therefore broader than textbook use: it denotes the map $p \mapsto \lambda^x p(x)$ from polynomials, `ℂ[X]`, to functions on the chain. The power has an integer exponent, and `p.eval (x : ℂ)` is the value of $p$ at the site number, read as a complex number.

```lean
/-- The function `lam ^ x * p(x)` on the integers, depending linearly on the polynomial `p`;
it is meant for `lam ≠ 0`. -/
def bloch (lam : ℂ) : ℂ[X] →ₗ[ℂ] (ℤ → ℂ) where
  toFun p := fun x => lam ^ x * p.eval (x : ℂ)
  map_add' p q := by
    ext x
    simp only [eval_add, Pi.add_apply]
    ring
  map_smul' c p := by
    ext x
    simp only [eval_smul, smul_eq_mul, Pi.smul_apply, RingHom.id_apply]
    ring
```

**Q:** What does $T-\lambda$ do to such a function?

**A:** It takes a finite difference of the polynomial. Write $\Delta p(x) = p(x+1)-p(x)$, which is `stepDiff p` in Lean. Then

$$(T-\lambda)\,\lambda^x p(x) = \lambda^{x+1}p(x+1)-\lambda\,\lambda^x p(x) = \lambda\,\lambda^x\,\Delta p(x).$$

```lean
/-- The lattice difference `p(X + 1) - p(X)` of a polynomial. -/
def stepDiff (p : ℂ[X]) : ℂ[X] := p.comp (X + C 1) - p
```

The proof of the next lemma unfolds both sides at a site $x$, uses $\lambda^{x+1}=\lambda^x\lambda$ and finishes with `ring`.

```lean
/-- On a polynomial times `lam ^ x`, with `lam ≠ 0`, the operator `T - lam` acts as `lam` times
the lattice difference of the polynomial. -/
theorem shiftSub_bloch {lam : ℂ} (h : lam ≠ 0) (p : ℂ[X]) :
    shiftSub lam (bloch lam p) = lam • bloch lam (stepDiff p) := by
  ext x
  change lam ^ (x + 1) * p.eval ((x + 1 : ℤ) : ℂ) - lam * (lam ^ x * p.eval (x : ℂ))
    = lam * (lam ^ x * (stepDiff p).eval (x : ℂ))
  have e : (stepDiff p).eval (x : ℂ) = p.eval ((x : ℂ) + 1) - p.eval (x : ℂ) := by
    simp [stepDiff, eval_comp]
  rw [e, zpow_add_one₀ h, Int.cast_add, Int.cast_one]
  ring
```

**Q:** So each application should lower the degree.

**A:** Yes. If $p(x)=a x^n+\dots$ with $a\neq0$ and $n\le m$, then $p(x+1)$ also begins with $a x^n$. The leading terms cancel, so $\deg\Delta p<n\le m$. If $p=0$, then $\Delta p=0$. In Lean, `hl` and `hd` record that translation preserves the leading coefficient and the degree, and `Polynomial.degree_sub_lt_left` turns this into the drop.

```lean
/-- The lattice difference of a polynomial of degree below `m + 1` has degree below `m`. -/
theorem degree_stepDiff {m : ℕ} {p : ℂ[X]} (hp : p.degree < (m + 1 : ℕ)) :
    (stepDiff p).degree < m := by
  by_cases h0 : p = 0
  · subst h0
    exact (degree_lt_iff_coeff_zero _ _).2 (by simp [stepDiff])
  -- translation changes neither the degree nor the leading coefficient
  have hl : (p.comp (X + C 1)).leadingCoeff = p.leadingCoeff := by
    rw [leadingCoeff_comp (by rw [natDegree_X_add_C]; exact one_ne_zero),
      leadingCoeff_X_add_C, one_pow, mul_one]
  have hc : p.comp (X + C 1) ≠ 0 := by
    rw [← leadingCoeff_ne_zero, hl]
    exact leadingCoeff_ne_zero.2 h0
  have hd : (p.comp (X + C 1)).degree = p.degree := by
    rw [degree_eq_natDegree hc, degree_eq_natDegree h0, natDegree_comp,
      natDegree_X_add_C, mul_one]
  have hlt : (stepDiff p).degree < p.degree := hd ▸ Polynomial.degree_sub_lt_left hd hc hl
  have hn : p.natDegree < m + 1 := (natDegree_lt_iff_degree_lt h0).2 hp
  rw [degree_eq_natDegree h0] at hlt
  exact hlt.trans_le (by exact_mod_cast Nat.lt_succ_iff.1 hn)
```

**Q:** That gives you solutions. To know that you have them all, you must also undo the difference.

**A:** Every polynomial $q$ with $\deg q<m$ equals $\Delta p$ for some $p$ with $\deg p<m+1$. We use induction on $m$. For $m=0$, $q=0$ and $p=0$ works. For the step, let $\deg q<m+1$ and let $q_m$ be the coefficient of $x^m$ in $q$. Since

$$(x+1)^{m+1}-x^{m+1}=(m+1)x^m+\text{lower powers},$$

the choice $a=q_m/(m+1)$ makes $r=q-\Delta(a x^{m+1})$ a polynomial of degree below $m$. By induction $r=\Delta p$ with $\deg p<m+1$, and hence $q=\Delta(a x^{m+1}+p)$, where the new polynomial has degree below $m+2$.

The Lean proof establishes `hr`, the bound on $r$, coefficient by coefficient. At $k=m$ the choice of $a$ gives zero, at $k=m+1$ the two leading terms cancel, and above that every coefficient vanishes.

```lean
/-- Every polynomial of degree below `m` is the lattice difference of a polynomial of degree
below `m + 1`. -/
theorem exists_stepDiff (m : ℕ) (q : ℂ[X]) (hq : q.degree < m) :
    ∃ p : ℂ[X], p.degree < (m + 1 : ℕ) ∧ stepDiff p = q := by
  induction m generalizing q with
  | zero =>
    have h0 : q = 0 := by
      ext k
      simpa using (degree_lt_iff_coeff_zero q 0).1 hq k (Nat.zero_le k)
    exact ⟨0, (degree_lt_iff_coeff_zero _ _).2 (by simp), by simp [stepDiff, h0]⟩
  | succ m ih =>
    have hq' := (degree_lt_iff_coeff_zero q (m + 1)).1 hq
    have hm : (m : ℂ) + 1 ≠ 0 := Nat.cast_add_one_ne_zero m
    -- a multiple of `X ^ (m + 1)` accounts for the top coefficient of `q`
    obtain ⟨a, ha⟩ : ∃ a : ℂ, a * ((m : ℂ) + 1) = q.coeff m :=
      ⟨q.coeff m / ((m : ℂ) + 1), div_mul_cancel₀ _ hm⟩
    have e : stepDiff (C a * X ^ (m + 1)) = C a * ((X + 1) ^ (m + 1) - X ^ (m + 1)) := by
      simp [stepDiff, mul_sub]
    have hr : (q - stepDiff (C a * X ^ (m + 1))).degree < m := by
      rw [degree_lt_iff_coeff_zero]
      intro k hk
      rw [e, coeff_sub, coeff_C_mul, coeff_sub, coeff_X_add_one_pow, coeff_X_pow]
      rcases Nat.eq_or_lt_of_le hk with rfl | hk1
      · rw [Nat.choose_succ_self_right, if_neg (by omega), sub_zero, Nat.cast_add,
          Nat.cast_one, ha, sub_self]
      · rw [hq' k hk1]
        rcases Nat.eq_or_lt_of_le (Nat.succ_le_of_lt hk1) with rfl | hk2
        · simp
        · rw [Nat.choose_eq_zero_of_lt hk2, if_neg (by omega)]
          simp
    obtain ⟨p, hp, hpq⟩ := ih _ hr
    refine ⟨C a * X ^ (m + 1) + p, (degree_add_le _ _).trans_lt (max_lt ?_ ?_), ?_⟩
    · exact (degree_C_mul_X_pow_le _ _).trans_lt (by exact_mod_cast Nat.lt_succ_self (m + 1))
    · exact hp.trans (by exact_mod_cast Nat.lt_succ_self (m + 1))
    · have hadd : stepDiff (C a * X ^ (m + 1) + p)
          = stepDiff (C a * X ^ (m + 1)) + stepDiff p := by
        simp only [stepDiff, add_comp]
        ring
      rw [hadd, hpq]
      ring
```

**Q:** An antidifference is fixed only up to a constant. Where does that freedom go?

**A:** Into the ordinary eigenfunctions. If $(T-\lambda)g=0$, then $g(x+1)=\lambda g(x)$. Multiplying by $\lambda$ at each step to the right, and dividing by it at each step to the left, gives $g(x)=\lambda^x g(0)$. `Int.induction_on` makes these two walks from site 0.

```lean
/-- For `lam ≠ 0`, a function on the integers annihilated by `T - lam` is a constant multiple
of `lam ^ x`. -/
theorem eq_of_shiftSub_eq_zero {lam : ℂ} (h : lam ≠ 0) {g : ℤ → ℂ}
    (hg : shiftSub lam g = 0) : ∃ c : ℂ, ∀ x : ℤ, g x = lam ^ x * c := by
  have step : ∀ x : ℤ, g (x + 1) = lam * g x := fun x => sub_eq_zero.1 (congrFun hg x)
  refine ⟨g 0, fun x => ?_⟩
  -- walk along the chain to the right and to the left
  refine Int.induction_on x ?_ (fun i ih => ?_) (fun i ih => ?_)
  · simp
  · rw [step, ih, zpow_add_one₀ h]
    ring
  · have hs := step (-(i : ℤ) - 1)
    rw [sub_add_cancel, ih] at hs
    rw [zpow_sub_one₀ h, mul_right_comm, hs, mul_comm lam, mul_inv_cancel_right₀ h]
```

**Q:** Now put the parts together.

**A:** By induction on $m$. For $m=0$ the operator is the identity, so $f=0$, and the only polynomial allowed is $p=0$.

For the step, $(T-\lambda)^{m+1}f=(T-\lambda)^m\big[(T-\lambda)f\big]$. By the induction hypothesis this vanishes exactly when $(T-\lambda)f=\lambda^x q(x)$ for some $q$ with $\deg q<m$.

Suppose it does. Choose $p$ with $\Delta p=\lambda^{-1}q$ and $\deg p<m+1$. Then

$$(T-\lambda)\big[f-\lambda^x p\big]=\lambda^x q-\lambda\,\lambda^x\lambda^{-1}q=0,$$

so $f-\lambda^x p=c\,\lambda^x$ for a constant $c$, and $f=\lambda^x(p+c)$ with $\deg(p+c)<m+1$.

Conversely, if $f=\lambda^x p$ with $\deg p<m+1$, then $(T-\lambda)f=\lambda^x(\lambda\,\Delta p)$, and $\lambda\,\Delta p$ has degree below $m$.

**Q:** And does the Lean statement say the same?

**A:** It takes `h : lam ≠ 0`, any natural number `m` and any `f : ℤ → ℂ`. The left side says that `shiftSub lam ^ m`, applied to `f`, is the zero function. The right side says that one polynomial of degree below `m` gives `f x` at every site. At $\lambda=0$ the equation would have only the solution $f=0$, because $T$ is invertible.

In the proof, `suffices` rewrites the pointwise formula as `f = bloch lam p`. The induction keeps `f` general, because its hypothesis is applied to $(T-\lambda)f$. `pow_succ` splits off one factor, `hk` is the displayed cancellation, and `linear_combination` adds the constant.

```lean
/-- Generalised Bloch functions: for `lam ≠ 0`, a function `f` on the integers satisfies
`(T - lam) ^ m f = 0` exactly when `f(x) = lam ^ x * p(x)` for a complex polynomial `p` that is
zero or has degree below `m`. -/
theorem generalised_bloch {lam : ℂ} (h : lam ≠ 0) (m : ℕ) (f : ℤ → ℂ) :
    (shiftSub lam ^ m) f = 0 ↔
      ∃ p : ℂ[X], p.degree < m ∧ ∀ x : ℤ, f x = lam ^ x * p.eval (x : ℂ) := by
  suffices H : (shiftSub lam ^ m) f = 0 ↔ ∃ p : ℂ[X], p.degree < m ∧ f = bloch lam p from
    H.trans ⟨fun ⟨p, hp, hf⟩ => ⟨p, hp, fun x => congrFun hf x⟩,
      fun ⟨p, hp, hf⟩ => ⟨p, hp, funext hf⟩⟩
  induction m generalizing f with
  | zero =>
    constructor
    · intro hf
      have h0 : f = 0 := by simpa using hf
      exact ⟨0, (degree_lt_iff_coeff_zero _ _).2 (by simp), by rw [h0, _root_.map_zero]⟩
    · rintro ⟨p, hp, rfl⟩
      have h0 : p = 0 := by
        ext k
        simpa using (degree_lt_iff_coeff_zero p 0).1 hp k (Nat.zero_le k)
      rw [h0, _root_.map_zero, _root_.map_zero]
  | succ m ih =>
    rw [pow_succ, Module.End.mul_apply, ih]
    constructor
    · rintro ⟨q, hq, hf⟩
      -- subtract a particular solution; the rest is an ordinary eigenfunction
      obtain ⟨p, hp, hpq⟩ := exists_stepDiff m (lam⁻¹ • q) ((degree_smul_le _ _).trans_lt hq)
      have hk : shiftSub lam (f - bloch lam p) = 0 := by
        rw [_root_.map_sub, hf, shiftSub_bloch h, hpq, _root_.map_smul, smul_inv_smul₀ h,
          sub_self]
      obtain ⟨c, hc⟩ := eq_of_shiftSub_eq_zero h hk
      refine ⟨p + C c, (degree_add_le _ _).trans_lt (max_lt hp
        (degree_C_le.trans_lt (by exact_mod_cast Nat.succ_pos m))), ?_⟩
      ext x
      have hx : f x - lam ^ x * p.eval (x : ℂ) = lam ^ x * c := hc x
      change f x = lam ^ x * (p + C c).eval (x : ℂ)
      rw [eval_add, eval_C]
      linear_combination hx
    · rintro ⟨p, hp, rfl⟩
      exact ⟨lam • stepDiff p, (degree_smul_le _ _).trans_lt (degree_stepDiff hp),
        by rw [shiftSub_bloch h, _root_.map_smul]⟩
```

**Q:** Could two polynomials describe the same function, so that your count of solutions is too high?

**A:** No. If $\lambda^x p(x)=\lambda^x q(x)$ at every integer, divide by $\lambda^x$. Then $p-q$ has infinitely many roots and is zero. Lean uses the same argument: `eq_of_infinite_eval_eq` needs agreement on an infinite set, and the integers inside $\mathbb{C}$ supply it.

```lean
/-- For `lam ≠ 0`, the polynomial `p` is determined by the function `lam ^ x * p(x)` on the
integers. -/
theorem bloch_injective {lam : ℂ} (h : lam ≠ 0) : Function.Injective (bloch lam) := by
  intro p q hpq
  apply eq_of_infinite_eval_eq
  refine (Set.infinite_range_of_injective (Int.cast_injective (α := ℂ))).mono ?_
  rintro _ ⟨x, rfl⟩
  exact mul_left_cancel₀ (zpow_ne_zero x h) (congrFun hpq x)
```

**Q:** Then there are $m$ independent solutions?

**A:** Exactly $m$. For $m\ge1$ a basis is $\lambda^x, x\lambda^x,\dots,x^{m-1}\lambda^x$; for $m=0$ the space is $\{0\}$. In the last theorem, `LinearMap.ker` is the solution space and `Module.finrank` its dimension over $\mathbb{C}$. The proof identifies this space with the image under `bloch lam` of the polynomials of degree below $m$. Injectivity preserves the dimension, and such a polynomial is a list of $m$ coefficients.

```lean
/-- For `lam ≠ 0`, the solutions of `(T - lam) ^ m f = 0` on the integers form a space of
dimension `m`. -/
theorem finrank_generalised_bloch {lam : ℂ} (h : lam ≠ 0) (m : ℕ) :
    Module.finrank ℂ (LinearMap.ker (shiftSub lam ^ m)) = m := by
  have hk : LinearMap.ker (shiftSub lam ^ m) = (degreeLT ℂ m).map (bloch lam) := by
    ext f
    rw [LinearMap.mem_ker, generalised_bloch h, Submodule.mem_map]
    exact ⟨fun ⟨p, hp, hf⟩ => ⟨p, mem_degreeLT.2 hp, (funext hf).symm⟩,
      fun ⟨p, hp, hf⟩ => ⟨p, mem_degreeLT.1 hp, fun x => (congrFun hf x).symm⟩⟩
  rw [hk, ← (Submodule.equivMapOfInjective (bloch lam) (bloch_injective h) _).finrank_eq,
    (degreeLTEquiv ℂ m).finrank_eq, Module.finrank_fin_fun]

end

end GeneralisedBloch
```

```lean
#print axioms GeneralisedBloch.degree_stepDiff
#print axioms GeneralisedBloch.finrank_generalised_bloch
```

```
'GeneralisedBloch.degree_stepDiff' depends on axioms: [propext, Classical.choice, Quot.sound]
'GeneralisedBloch.finrank_generalised_bloch' depends on axioms: [propext, Classical.choice, Quot.sound]
```

**Q:** My simulations use a Born–von Karman ring of $N$ sites. Why not model that?

**A:** It is a sensible alternative, but it changes the answer. On a ring $T^N=1$, and $z^N-1$ has $N$ distinct roots, so $T$ is diagonalisable. For $m\ge1$, $(T-\lambda)^m f=0$ then has the same solutions as $(T-\lambda)f=0$, and nonzero ones exist only for $\lambda^N=1$. The factors $x, x^2,\dots$ disappear, since they do not return to their values after a trip round the ring. The linear solution at the band edge does not fit on the ring, which is why the functions here live on all of $\mathbb{Z}$.
